# In the linearised Thomas–Fermi model, linear mixing converges exactly for $0<\beta<2/(1+(kL/2\pi)^2)$

In a self-consistent calculation, linear density mixing with a fixed parameter $\beta$ adds the fraction $\beta$ of the density residual to the input density at each step. Take a periodic cell of length $L$ whose electrons respond linearly and locally, with Thomas–Fermi screening wave number $k$, and consider density errors that vary only along this length and leave the number of electrons unchanged. Every Fourier component of every such error dies out exactly when $0<\beta<2/(1+(kL/2\pi)^2)$.

```lean
import Mathlib

open Filter Topology Real

namespace ThomasFermiMixing

noncomputable section

/-- Wave number `2πm/L` of the `m`-th Fourier mode of a periodic cell of length `L ≠ 0`. -/
def waveNumber (L : ℝ) (m : ℕ+) : ℝ := 2 * π * ((m : ℕ) : ℝ) / L

/-- Hartree potential of the density wave `cos (q x)`, where `q` is the wave number of
mode `m` in a cell of length `L ≠ 0` (Gaussian units). -/
def hartreePotential (L : ℝ) (m : ℕ+) (x : ℝ) : ℝ :=
  4 * π / waveNumber L m ^ 2 * Real.cos (waveNumber L m * x)

/-- Thomas-Fermi dielectric eigenvalue of mode `m`, for screening wave number `k` and
cell length `L`. -/
def tfEigenvalue (k L : ℝ) (m : ℕ+) : ℝ := 1 + (k * L / (2 * π * ((m : ℕ) : ℝ))) ^ 2

/-- One step of linear mixing with parameter `β`, acting on the Fourier amplitudes `e` of
the density error. -/
def mixStep (k L β : ℝ) (e : ℕ+ → ℝ) (m : ℕ+) : ℝ := e m - β * (tfEigenvalue k L m * e m)

/-- In a cell of length `L ≠ 0` the Hartree potential of a density wave solves Poisson's
equation, and subtracting the local response `-k²/(4π)` times this potential from the wave
multiplies the wave by the Thomas-Fermi eigenvalue. -/
theorem dielectric_acts_on_wave (k : ℝ) {L : ℝ} (hL : L ≠ 0) (m : ℕ+) (x : ℝ) :
    HasDerivAt (deriv (hartreePotential L m))
      (-(4 * π) * Real.cos (waveNumber L m * x)) x ∧
    Real.cos (waveNumber L m * x) - (-(k ^ 2 / (4 * π))) * hartreePotential L m x
      = tfEigenvalue k L m * Real.cos (waveNumber L m * x) := by
  have hm : ((m : ℕ) : ℝ) ≠ 0 := Nat.cast_ne_zero.mpr m.pos.ne'
  have hq : waveNumber L m ≠ 0 :=
    div_ne_zero (mul_ne_zero (mul_ne_zero two_ne_zero Real.pi_ne_zero) hm) hL
  have hlin : ∀ y : ℝ, HasDerivAt (fun y => waveNumber L m * y) (waveNumber L m) y :=
    fun y => ((hasDerivAt_id' y).const_mul (waveNumber L m)).congr_deriv (mul_one _)
  constructor
  · -- differentiate the potential twice
    have d1 : ∀ y : ℝ, HasDerivAt (hartreePotential L m)
        (-(4 * π / waveNumber L m) * Real.sin (waveNumber L m * y)) y := fun y =>
      ((hlin y).cos.const_mul (4 * π / waveNumber L m ^ 2)).congr_deriv (by field_simp)
    have hd : deriv (hartreePotential L m) =
        fun y => -(4 * π / waveNumber L m) * Real.sin (waveNumber L m * y) :=
      funext fun y => (d1 y).deriv
    rw [hd]
    exact ((hlin x).sin.const_mul (-(4 * π / waveNumber L m))).congr_deriv (by field_simp)
  · -- the eigenvalue is `1 + k²/q²`
    have hlam : tfEigenvalue k L m = 1 + k ^ 2 / waveNumber L m ^ 2 := by
      rw [tfEigenvalue, waveNumber, ← div_pow, div_div_eq_mul_div]
    have hc : k ^ 2 / (4 * π) * (4 * π / waveNumber L m ^ 2) = k ^ 2 / waveNumber L m ^ 2 := by
      field_simp
    rw [hlam, hartreePotential]
    linear_combination Real.cos (waveNumber L m * x) * hc

/-- The screening part of the dielectric eigenvalue falls off as `1/m²`. -/
theorem tfEigenvalue_eq (k L : ℝ) (m : ℕ+) :
    tfEigenvalue k L m = 1 + (k * L / (2 * π)) ^ 2 * (1 / ((m : ℕ) : ℝ)) ^ 2 := by
  rw [tfEigenvalue, ← mul_pow, div_mul_div_comm, mul_one]

/-- Every dielectric eigenvalue lies between one and the eigenvalue of the longest wave. -/
theorem tfEigenvalue_bounds (k L : ℝ) (m : ℕ+) :
    1 ≤ tfEigenvalue k L m ∧ tfEigenvalue k L m ≤ 1 + (k * L / (2 * π)) ^ 2 := by
  have hm : (1 : ℝ) ≤ ((m : ℕ) : ℝ) := Nat.one_le_cast.mpr m.pos
  have h : (1 / ((m : ℕ) : ℝ)) ^ 2 ≤ 1 :=
    pow_le_one₀ (by positivity) ((div_le_one (by linarith)).mpr hm)
  rw [tfEigenvalue_eq]
  constructor
  · exact le_add_of_nonneg_right (by positivity)
  · linarith [mul_le_mul_of_nonneg_left h (sq_nonneg (k * L / (2 * π)))]

/-- The damping factors `(1 - β λ_m)^n` of all modes tend to zero if and only if
`0 < β < 2/(1 + (kL/2π)²)`. -/
theorem modes_damped_iff (k L β : ℝ) :
    (∀ m : ℕ+, Tendsto (fun n : ℕ => (1 - β * tfEigenvalue k L m) ^ n) atTop (𝓝 0)) ↔
      0 < β ∧ β < 2 / (1 + (k * L / (2 * π)) ^ 2) := by
  have h1 : tfEigenvalue k L 1 = 1 + (k * L / (2 * π)) ^ 2 := by simp [tfEigenvalue]
  have hpos : 0 < tfEigenvalue k L 1 := by linarith [(tfEigenvalue_bounds k L 1).1]
  simp only [tendsto_pow_atTop_nhds_zero_iff, abs_lt]
  rw [← h1, lt_div_iff₀ hpos]
  constructor
  · -- the longest wave alone gives both bounds
    intro h
    obtain ⟨a, b⟩ := h 1
    exact ⟨(mul_pos_iff_of_pos_right hpos).mp (by linarith), by linarith⟩
  · rintro ⟨hβ, h⟩ m
    obtain ⟨l, u⟩ := tfEigenvalue_bounds k L m
    rw [← h1] at u
    have hu := mul_le_mul_of_nonneg_left u hβ.le
    have hl := mul_pos hβ (by linarith : 0 < tfEigenvalue k L m)
    constructor <;> linarith

/-- After `n` mixing steps the error amplitude of mode `m` is multiplied by
`(1 - β λ_m)^n`. -/
theorem mixStep_iterate (k L β : ℝ) (e : ℕ+ → ℝ) (m : ℕ+) (n : ℕ) :
    (mixStep k L β)^[n] e m = (1 - β * tfEigenvalue k L m) ^ n * e m := by
  induction n with
  | zero => simp
  | succ n ih =>
    rw [Function.iterate_succ_apply', mixStep, ih]
    ring

/-- Linear mixing removes every Fourier component of every initial density error if and
only if `0 < β < 2/(1 + (kL/2π)²)`. -/
theorem mixing_converges_iff (k L β : ℝ) :
    (∀ (e : ℕ+ → ℝ) (m : ℕ+),
      Tendsto (fun n : ℕ => (mixStep k L β)^[n] e m) atTop (𝓝 0)) ↔
      0 < β ∧ β < 2 / (1 + (k * L / (2 * π)) ^ 2) := by
  rw [← modes_damped_iff]
  simp only [mixStep_iterate]
  constructor
  · intro h m
    have h' := h (fun _ => 1) m
    simp only [mul_one] at h'
    exact h'
  · intro h e m
    have h' := (h m).mul_const (e m)
    rwa [zero_mul] at h'

/-- Charge sloshing: if `β` exceeds `2/(1 + (kL/2π)²)`, any nonzero error in the longest
wave grows without bound. -/
theorem charge_sloshing (k L β : ℝ) (hβ : 2 / (1 + (k * L / (2 * π)) ^ 2) < β)
    (e : ℕ+ → ℝ) (he : e 1 ≠ 0) :
    Tendsto (fun n : ℕ => |(mixStep k L β)^[n] e 1|) atTop atTop := by
  have h1 : tfEigenvalue k L 1 = 1 + (k * L / (2 * π)) ^ 2 := by simp [tfEigenvalue]
  rw [← h1, div_lt_iff₀ (by linarith [(tfEigenvalue_bounds k L 1).1])] at hβ
  have hr : 1 < |1 - β * tfEigenvalue k L 1| := lt_abs.mpr (Or.inr (by linarith))
  simp only [mixStep_iterate, abs_mul, abs_pow]
  exact (tendsto_pow_atTop_atTop_of_one_lt hr).atTop_mul_const (abs_pos.mpr he)

/-- For fixed `β > 0` and `k > 0`, linear mixing converges for every initial error if and
only if the cell length satisfies `L² < (2π/k)² (2/β - 1)`. -/
theorem critical_cell_length {k β : ℝ} (hk : 0 < k) (hβ : 0 < β) (L : ℝ) :
    (∀ (e : ℕ+ → ℝ) (m : ℕ+),
      Tendsto (fun n : ℕ => (mixStep k L β)^[n] e m) atTop (𝓝 0)) ↔
      L ^ 2 < (2 * π / k) ^ 2 * (2 / β - 1) := by
  have key : (k * L / (2 * π)) ^ 2 = L ^ 2 / (2 * π / k) ^ 2 := by
    rw [← div_pow, div_div_eq_mul_div, mul_comm k L]
  have h1 : β < 2 / (1 + (k * L / (2 * π)) ^ 2) ↔ (k * L / (2 * π)) ^ 2 < 2 / β - 1 := by
    rw [lt_div_iff₀ (by positivity), lt_sub_iff_add_lt, lt_div_iff₀ hβ]
    constructor <;> intro h <;> linarith
  rw [mixing_converges_iff, h1, key, div_lt_iff₀ (by positivity), mul_comm (2 / β - 1)]
  exact and_iff_right hβ

/-- With `β = 2/(λ₁ + 1)` each step shrinks every mode at least by the factor
`(λ₁ - 1)/(λ₁ + 1)`, where `λ₁` is the eigenvalue of the longest wave. -/
theorem optimal_mixing (k L : ℝ) (m : ℕ+) :
    |1 - 2 / (tfEigenvalue k L 1 + 1) * tfEigenvalue k L m| ≤
      (tfEigenvalue k L 1 - 1) / (tfEigenvalue k L 1 + 1) := by
  have h1 : tfEigenvalue k L 1 = 1 + (k * L / (2 * π)) ^ 2 := by simp [tfEigenvalue]
  obtain ⟨l, u⟩ := tfEigenvalue_bounds k L m
  rw [← h1] at u
  have hp : 0 < tfEigenvalue k L 1 + 1 := by linarith
  have ht : 2 / (tfEigenvalue k L 1 + 1) * (tfEigenvalue k L 1 + 1) = 2 :=
    div_mul_cancel₀ _ hp.ne'
  have hr : (tfEigenvalue k L 1 - 1) / (tfEigenvalue k L 1 + 1)
      = 1 - 2 / (tfEigenvalue k L 1 + 1) := by
    rw [eq_sub_iff_add_eq, ← add_div,
      show tfEigenvalue k L 1 - 1 + 2 = tfEigenvalue k L 1 + 1 by ring, div_self hp.ne']
  have ht0 : 0 < 2 / (tfEigenvalue k L 1 + 1) := div_pos two_pos hp
  rw [hr]
  generalize 2 / (tfEigenvalue k L 1 + 1) = t at ht ht0 ⊢
  have hu := mul_le_mul_of_nonneg_left u ht0.le
  have hl := mul_le_mul_of_nonneg_left l ht0.le
  rw [abs_le]
  constructor <;> linarith

/-- No mixing parameter gives a uniform damping factor `ρ` below `(λ₁ - 1)/(λ₁ + 1)`,
where `λ₁` is the eigenvalue of the longest wave. -/
theorem damping_lower_bound (k L β ρ : ℝ)
    (h : ∀ m : ℕ+, |1 - β * tfEigenvalue k L m| ≤ ρ) :
    (tfEigenvalue k L 1 - 1) / (tfEigenvalue k L 1 + 1) ≤ ρ := by
  have hpos := (tfEigenvalue_bounds k L 1).1
  -- short waves are hardly screened: their eigenvalues tend to one
  have h0 : Tendsto (fun n : ℕ => 1 / ((n : ℝ) + 1)) atTop (𝓝 0) :=
    tendsto_one_div_add_atTop_nhds_zero_nat
  have hs := ((h0.pow 2).const_mul ((k * L / (2 * π)) ^ 2)).const_add 1
  rw [show 1 + (k * L / (2 * π)) ^ 2 * (0 : ℝ) ^ 2 = 1 by ring] at hs
  have hl : Tendsto (fun n : ℕ => tfEigenvalue k L n.succPNat) atTop (𝓝 1) :=
    hs.congr fun n => by rw [tfEigenvalue_eq, Nat.succPNat_coe, Nat.cast_succ]
  have hshort : 1 - β * 1 ≤ ρ :=
    le_of_tendsto' ((hl.const_mul β).const_sub 1) fun n => (abs_le.mp (h n.succPNat)).2
  -- combine with the bound from the longest wave
  have hlong := (abs_le.mp (h 1)).1
  rw [div_le_iff₀ (by linarith)]
  linarith [mul_le_mul_of_nonneg_left hshort (by linarith : 0 ≤ tfEigenvalue k L 1)]

end

end ThomasFermiMixing
```

```lean
#print axioms ThomasFermiMixing.mixing_converges_iff
#print axioms ThomasFermiMixing.critical_cell_length
#print axioms ThomasFermiMixing.optimal_mixing
#print axioms ThomasFermiMixing.damping_lower_bound
```

```
'ThomasFermiMixing.mixing_converges_iff' depends on axioms: [propext, Classical.choice, Quot.sound]
'ThomasFermiMixing.critical_cell_length' depends on axioms: [propext, Classical.choice, Quot.sound]
'ThomasFermiMixing.optimal_mixing' depends on axioms: [propext, Classical.choice, Quot.sound]
'ThomasFermiMixing.damping_lower_bound' depends on axioms: [propext, Classical.choice, Quot.sound]
```

## Which mixing parameters converge, and how fast

The modes are labelled by positive integers $m$, the type `ℕ+` in Lean. Mode $m$ has wave number $q_m=2\pi m/L$, written `waveNumber L m`, and dielectric eigenvalue

$$\lambda_m = 1+\left(\frac{kL}{2\pi m}\right)^2,$$

written `tfEigenvalue k L m`. The letter $k$ is the screening wave number, not a Bloch vector. The function `e : ℕ+ → ℝ` gives one real amplitude $e_m$ of the density error per mode, and `mixStep k L β` replaces $e_m$ by $e_m-\beta\lambda_m e_m$. A general error has a cosine and a sine amplitude for each $m$. Both waves have the same eigenvalue $\lambda_m$, so the results apply to the cosine amplitudes and to the sine amplitudes separately. The notation `(mixStep k L β)^[n] e m` means the amplitude of mode $m$ after $n$ such steps.

The theorem `modes_damped_iff` says that $(1-\beta\lambda_m)^n\to0$ for every $m$ if and only if $0<\beta<2/\lambda_1$, where $\lambda_1=1+(kL/2\pi)^2$ belongs to the longest wave. `mixing_converges_iff` says the same of the iteration itself, for every initial error. Convergence here means that each amplitude tends to zero separately. Both theorems hold for all real $k$, $L$ and $\beta$; when $kL=0$ the condition becomes $0<\beta<2$.

Three further results describe the limit:

- `charge_sloshing`: if $\beta>2/\lambda_1$ and $e_1\neq0$, then the magnitude of the longest wave's amplitude tends to infinity.
- `critical_cell_length`: for fixed $k>0$ and $\beta>0$, convergence for every initial error is equivalent to $L^2<(2\pi/k)^2(2/\beta-1)$. If $\beta\ge2$, no length satisfies this.
- `optimal_mixing` and `damping_lower_bound`: the choice $\beta=2/(\lambda_1+1)$ multiplies every mode by a factor of magnitude at most $(\lambda_1-1)/(\lambda_1+1)$, and no $\beta$ has a smaller uniform bound $\rho$.

## From Poisson's equation to the mixing step

Take a density wave $\cos(q_m x)$ that varies along one direction of the cell. In Gaussian units, with the electron charge set to one, its Hartree potential energy is

$$V(x)=\frac{4\pi}{q_m^2}\cos(q_m x).$$

Differentiating twice gives

$$V'(x)=-\frac{4\pi}{q_m}\sin(q_m x),\qquad V''(x)=-4\pi\cos(q_m x),$$

which is Poisson's equation.

Thomas–Fermi theory assumes that the electrons respond locally: a small potential $V$ changes the density by $-\frac{k^2}{4\pi}V$. The constant $k^2/(4\pi)$ stands for the rate at which the density of a uniform electron gas rises with its chemical potential. The wave therefore induces the density $-(k^2/q_m^2)\cos(q_m x)$. Subtracting this response from the wave gives

$$\left(1+\frac{k^2}{q_m^2}\right)\cos(q_m x)=\lambda_m\cos(q_m x).$$

`dielectric_acts_on_wave` states both facts at every point $x$, for $L\neq0$. Its first half says that the derivative of `hartreePotential L m` has derivative $-4\pi\cos(q_mx)$.

In a calculation, the code builds the potential from an input density $n_{\rm in}$, solves for the electrons in that potential, and obtains an output density $n_{\rm out}$. Linear mixing then sets

$$n_{\rm in}^{\rm new}=n_{\rm in}+\beta\,(n_{\rm out}-n_{\rm in}).$$

Near the self-consistent density, an input error $e_m$ produces the output error $-(k^2/q_m^2)e_m=(1-\lambda_m)e_m$. The residual $n_{\rm out}-n_{\rm in}$ is then $-\lambda_m e_m$, and the new error is $e_m-\beta\lambda_m e_m$.

The model replaces the actual map from $n_{\rm in}$ to $n_{\rm out}$ by this linear one, which rests on a local response to the potential. Real electrons also respond nonlocally and nonlinearly, couple different Fourier components and feel exchange and correlation. The mode $m=0$ is absent because the number of electrons is fixed.

As an illustration, take $k=1$ and $L=20$ in atomic units. Then $\lambda_1\approx11.1$ and $\beta$ must lie below about $0.18$. The best choice is $\beta\approx0.165$, with a damping factor of about $0.835$ per step, so reducing the error by a factor of $10^6$ can take 77 steps. Doubling the cell to $L=40$ lowers the limit on $\beta$ to about $0.048$. This is how the model accounts for the small $\beta$ that plain linear mixing, without a preconditioner, needs in Kohn–Sham calculations on long metallic cells, as far as their long-wave response is of Thomas–Fermi type.

## The longest wave sets the upper limit

**Bounds on the eigenvalues.** Since $0<1/m^2\le1$,

$$1\le\lambda_m=1+\left(\frac{kL}{2\pi}\right)^2\frac1{m^2}\le\lambda_1.$$

`tfEigenvalue_eq` separates the factor $1/m^2$, and `tfEigenvalue_bounds` draws the two inequalities from it.

**The condition on $\beta$.** Powers of a real number $r$ tend to zero exactly when $|r|<1$. For $r=1-\beta\lambda_m$ this means

$$0<\beta\lambda_m<2.$$

If it holds for every $m$, the case $m=1$ gives $\beta>0$ and $\beta<2/\lambda_1$, because $\lambda_1>0$. Conversely, if $0<\beta<2/\lambda_1$, then $0<\beta\lambda_m\le\beta\lambda_1<2$ for every $m$. In `modes_damped_iff`, the lemma `tendsto_pow_atTop_nhds_zero_iff` supplies the criterion for powers, `abs_lt` splits it into two inequalities, and `h 1` selects the longest wave.

**From factors to errors.** One step multiplies $e_m$ by $1-\beta\lambda_m$, so $n$ steps multiply it by $(1-\beta\lambda_m)^n$. This is the induction in `mixStep_iterate`. If the factors tend to zero, so does their product with any fixed $e_m$. For the converse, `mixing_converges_iff` takes the error with all amplitudes equal to one, whose iterates are the factors themselves.

**Growth above the limit.** If $\beta\lambda_1>2$, then $1-\beta\lambda_1<-1$. If $e_1\neq0$, the amplitude of the longest wave changes sign at each step while its magnitude $|1-\beta\lambda_1|^n|e_1|$ grows without bound. This is charge sloshing in the linear model. `charge_sloshing` first proves that the factor has magnitude above one, then uses the divergence of its powers. At $\beta=2/\lambda_1$ exactly, the factor is $-1$ and the amplitude only alternates in sign.

**The critical length.** For $\beta>0$ and $k>0$,

$$\beta<\frac{2}{1+(kL/2\pi)^2}
\iff \left(\frac{kL}{2\pi}\right)^2<\frac2\beta-1
\iff L^2<\left(\frac{2\pi}{k}\right)^2\left(\frac2\beta-1\right).$$

In `critical_cell_length`, `h1` is the first equivalence, and `key` rewrites the square for the second.

**The best damping factor.** Put $t=2/(\lambda_1+1)$. Because $1\le\lambda_m\le\lambda_1$ and $t>0$,

$$1-t\lambda_1\le1-t\lambda_m\le1-t.$$

The right end equals $(\lambda_1-1)/(\lambda_1+1)$ and the left end is its negative, which gives the bound in `optimal_mixing`. The Lean proof replaces the fraction by a variable `t` with $t(\lambda_1+1)=2$, after which the inequalities are linear.

For the lower bound, suppose that $|1-\beta\lambda_m|\le\rho$ for all $m$. Short waves are hardly screened: $\lambda_m\to1$ as $m\to\infty$, and hence $1-\beta\le\rho$. The longest wave gives $\beta\lambda_1-1\le\rho$. Multiplying the first inequality by $\lambda_1$ and adding the second removes $\beta$:

$$\lambda_1-1\le(\lambda_1+1)\rho.$$

Division by $\lambda_1+1>0$ gives the claim. In `damping_lower_bound`, `hl` is the limit of the eigenvalues, taken along $m=n+1$ by `n.succPNat`. The inequality `hshort` comes from passing to that limit, and `hlong` comes from $m=1$.
